# With a number-conserving Hamiltonian, finite-dimensional pure-loss Lindblad generators share the characteristic polynomial of their no-jump part

Let \(H\) and \(N\) be commuting Hermitian \(n\times n\) matrices, and let finitely many jump operators \(L_k\) satisfy \(NL_k-L_kN=-L_k\). Then the Lindblad generator

\[
\mathcal L(\rho)=-i(H\rho-\rho H)+\sum_k\Big(L_k\rho L_k^\dagger-\tfrac12\big(L_k^\dagger L_k\rho+\rho L_k^\dagger L_k\big)\Big)
\]

has the same characteristic polynomial as the no-jump generator

\[
\mathcal A(\rho)=-i(K\rho-\rho K^\dagger),\qquad K=H-\tfrac i2\sum_k L_k^\dagger L_k .
\]

Here \(\hbar=1\), and the decay rates are absorbed into the \(L_k\). The matrix \(N\) counts excitations: the Hamiltonian conserves them, and every jump removes one. The two generators therefore have the same eigenvalues with the same algebraic multiplicities, though in general not the same eigenvectors.

## Jumps only move weight downwards

Write \(S=\sum_k L_k^\dagger L_k\). Since \(H\) and \(S\) are Hermitian, \(K^\dagger=H+\tfrac i2S\), and

\[
-i(K\rho-\rho K^\dagger)=-i(H\rho-\rho H)-\tfrac12(S\rho+\rho S).
\]

Hence \(\mathcal L=\mathcal A+\mathcal J\), with the jump part \(\mathcal J(\rho)=\sum_kL_k\rho L_k^\dagger\).

The assumption on the jumps reads \(NL_k=L_k(N-1)\), and its adjoint reads \(L_k^\dagger N=(N-1)L_k^\dagger\), or \(NL_k^\dagger=L_k^\dagger(N+1)\). Therefore

\[
NL_k^\dagger L_k=L_k^\dagger(N+1)L_k=L_k^\dagger L_kN,
\]

so \(N\) commutes with \(S\), with \(K\) and, by taking adjoints, with \(K^\dagger\).

Now let \(\mathcal W(\rho)=N\rho+\rho N\). If \(u_i\) are orthonormal eigenvectors of \(N\) with eigenvalues \(\nu_i\), the matrices \(b_p=u_iu_j^\dagger\), \(p=(i,j)\), form a basis, and \(\mathcal Wb_p=d_pb_p\) with the real weight \(d_p=\nu_i+\nu_j\).

Because \(N\) commutes with \(K\) and \(K^\dagger\), \(\mathcal W\mathcal A=\mathcal A\mathcal W\). For the jumps,

\[
NL_k\rho L_k^\dagger+L_k\rho L_k^\dagger N
=L_k\big((N-1)\rho+\rho(N-1)\big)L_k^\dagger ,
\]

which summed over \(k\) gives \(\mathcal W\mathcal J=\mathcal J\mathcal W-2\mathcal J\). In matrix elements,

\[
(d_p-d_q)\mathcal A_{pq}=0,\qquad (d_p-d_q+2)\mathcal J_{pq}=0 .
\]

So \(\mathcal A\) connects only equal weights, and \(\mathcal J\) only leads from \(d_q\) to \(d_p=d_q-2\). With the basis ordered by increasing weight, \(x-\mathcal A-\mathcal J\) is block upper triangular, and its diagonal blocks are those of \(x-\mathcal A\). The determinant is the product of the determinants of these blocks, so the two characteristic polynomials agree.

## From the polynomial to the effective Hamiltonian

The eigenvalues of \(\mathcal A\) follow from those of \(K\) by a further argument, which is given here by hand only. Choose an orthonormal basis \(q_i\) in which \(K\) is upper triangular with diagonal entries \(a_i\). In the basis \(q_iq_j^\dagger\), ordered by \(i+j\), \(\mathcal A\) is triangular with diagonal entries \(-i(a_i-\overline{a_j})\). For a finite-dimensional pure-loss model whose Hamiltonian conserves the excitation number, such as undriven lossy bosons with a number-conserving interaction and a truncated number space, the decay rates and frequencies of the master equation can thus be computed from an \(n\times n\) matrix instead of an \(n^2\times n^2\) one.

## The generators as linear maps on matrices

The finite types `n` and `κ` label the basis states and the jump channels.

In Lean 4 with Mathlib:

```lean
import Mathlib

open Matrix Complex

namespace PureLossLindblad

noncomputable section

variable {n κ : Type*} [Fintype n] [DecidableEq n] [Fintype κ]
```

`Module.End ℂ (Matrix n n ℂ)` is the space of complex-linear maps on all square matrices, not only on density matrices. The symbol `ᴴ` is the adjoint, and the two proof fields verify linearity.

```lean
/-- The Lindblad generator with Hamiltonian `H` and jump operators `L k`. -/
def lindbladian (H : Matrix n n ℂ) (L : κ → Matrix n n ℂ) :
    Module.End ℂ (Matrix n n ℂ) where
  toFun ρ := (-I) • (H * ρ - ρ * H) + ∑ k, (L k * ρ * (L k)ᴴ
    - (1 / 2 : ℂ) • ((L k)ᴴ * L k * ρ + ρ * ((L k)ᴴ * L k)))
  map_add' x y := by
    rw [add_add_add_comm, ← Finset.sum_add_distrib]
    congr 1
    · simp only [mul_add, add_mul]; module
    · refine Finset.sum_congr rfl fun k _ => ?_
      simp only [mul_add, add_mul]; module
  map_smul' c x := by
    rw [RingHom.id_apply, smul_add, Finset.smul_sum]
    congr 1
    · simp only [mul_smul_comm, smul_mul_assoc]; module
    · refine Finset.sum_congr rfl fun k _ => ?_
      simp only [mul_smul_comm, smul_mul_assoc]; module
```

The next four definitions are \(K\), \(\mathcal A\), \(\mathcal J\) and \(\mathcal W\).

```lean
/-- The effective Hamiltonian `K = H - (i/2) ∑ L_k* L_k`. -/
def effectiveHamiltonian (H : Matrix n n ℂ) (L : κ → Matrix n n ℂ) : Matrix n n ℂ :=
  H - (I / 2) • ∑ k, (L k)ᴴ * L k

/-- The no-jump generator `ρ ↦ -i (K ρ - ρ K*)`. -/
def noJump (K : Matrix n n ℂ) : Module.End ℂ (Matrix n n ℂ) :=
  (-I) • (LinearMap.mulLeft ℂ K - LinearMap.mulRight ℂ Kᴴ)

/-- The jump part `ρ ↦ ∑ L_k ρ L_k*`. -/
def jump (L : κ → Matrix n n ℂ) : Module.End ℂ (Matrix n n ℂ) where
  toFun ρ := ∑ k, L k * ρ * (L k)ᴴ
  map_add' x y := by simp only [mul_add, add_mul, Finset.sum_add_distrib]
  map_smul' c x := by
    simp only [mul_smul_comm, smul_mul_assoc, RingHom.id_apply, Finset.smul_sum]

/-- The superoperator `ρ ↦ N ρ + ρ N`. -/
def weight (N : Matrix n n ℂ) : Module.End ℂ (Matrix n n ℂ) :=
  LinearMap.mulLeft ℂ N + LinearMap.mulRight ℂ N
```

## Splitting off the jumps

Only the Hermiticity of \(H\) is needed for \(\mathcal L=\mathcal A+\mathcal J\). The proof computes \(K^\dagger\) from `hS` and `hc`, names the sum `S`, and compares coefficients using \(i^2=-1\), which is `h2`.

```lean
/-- For Hermitian `H` the Lindblad generator is the no-jump generator of the effective
Hamiltonian plus the jump part. -/
theorem lindbladian_eq {H : Matrix n n ℂ} (hH : H.IsHermitian) (L : κ → Matrix n n ℂ) :
    lindbladian H L = noJump (effectiveHamiltonian H L) + jump L := by
  have hS : (∑ k, (L k)ᴴ * L k)ᴴ = ∑ k, (L k)ᴴ * L k := by
    simp [Matrix.conjTranspose_sum, Matrix.conjTranspose_mul]
  have hc : star (I / 2) = -(I / 2) := by
    apply Complex.ext <;> simp
    norm_num
  refine LinearMap.ext fun ρ => ?_
  change (-I) • (H * ρ - ρ * H) + ∑ k, (L k * ρ * (L k)ᴴ
    - (1 / 2 : ℂ) • ((L k)ᴴ * L k * ρ + ρ * ((L k)ᴴ * L k))) =
    (-I) • (effectiveHamiltonian H L * ρ - ρ * (effectiveHamiltonian H L)ᴴ)
      + ∑ k, L k * ρ * (L k)ᴴ
  rw [effectiveHamiltonian, conjTranspose_sub, conjTranspose_smul, hH.eq, hS, hc,
    Finset.sum_sub_distrib, ← Finset.smul_sum, Finset.sum_add_distrib,
    ← Finset.sum_mul, ← Finset.mul_sum]
  generalize (∑ k, (L k)ᴴ * L k) = S
  have h2 : (I * I) • (S * ρ + ρ * S) = (-1 : ℂ) • (S * ρ + ρ * S) := by rw [I_mul_I]
  simp only [sub_mul, mul_sub, smul_mul_assoc, mul_smul_comm]
  linear_combination (norm := module) (-(1 / 2 : ℂ)) • h2
```

## Conservation of the excitation number

Here `h'` is the adjoint of the jump condition. The `linear_combination` line multiplies the condition by \(L_k^\dagger\) from the left, subtracts `h'` times \(L_k\), and so obtains \(NL_k^\dagger L_k=L_k^\dagger L_kN\).

```lean
/-- If Hermitian `N` commutes with `H` and every jump lowers `N` by one, then `N` commutes
with the effective Hamiltonian. -/
theorem commute_effectiveHamiltonian {N H : Matrix n n ℂ} {L : κ → Matrix n n ℂ}
    (hN : N.IsHermitian) (hNH : N * H = H * N) (hL : ∀ k, N * L k - L k * N = -L k) :
    N * effectiveHamiltonian H L = effectiveHamiltonian H L * N := by
  have hs : N * ∑ k, (L k)ᴴ * L k = (∑ k, (L k)ᴴ * L k) * N := by
    rw [Finset.mul_sum, Finset.sum_mul]
    refine Finset.sum_congr rfl fun k _ => ?_
    have h' := congrArg conjTranspose (hL k)
    rw [conjTranspose_sub, conjTranspose_mul, conjTranspose_mul, conjTranspose_neg, hN.eq] at h'
    linear_combination (norm := noncomm_ring) (L k)ᴴ * hL k - h' * L k
  rw [effectiveHamiltonian, mul_sub, sub_mul, mul_smul_comm, smul_mul_assoc, hNH, hs]
```

## A basis of definite weight

The spectral theorem supplies a unitary `U` and real eigenvalues with \(NU=UD\), where \(D\) is diagonal. The map `e` sends \(E\) to \(UEU^\dagger\), so it turns the matrix unit with entry 1 at \((i,j)\) into \(u_iu_j^\dagger\). The identity `hE` gives the weight of that unit under \(D\), and the last line carries it over to \(N\).

```lean
/-- For Hermitian `N` the matrices have a basis of eigenvectors of `ρ ↦ N ρ + ρ N` with
real eigenvalues. -/
theorem exists_weight_basis {N : Matrix n n ℂ} (hN : N.IsHermitian) :
    ∃ (b : Module.Basis (n × n) ℂ (Matrix n n ℂ)) (d : n × n → ℝ),
      ∀ p, weight N (b p) = (d p : ℂ) • b p := by
  obtain ⟨U, d, h1, hNU⟩ : ∃ (U : Matrix n n ℂ) (d : n → ℝ),
      Uᴴ * U = 1 ∧ N * U = U * diagonal (fun i => (d i : ℂ)) := by
    refine ⟨hN.eigenvectorUnitary, hN.eigenvalues,
      Matrix.mem_unitaryGroup_iff'.mp hN.eigenvectorUnitary.2, ?_⟩
    ext i j
    have h := congrFun (hN.mulVec_eigenvectorBasis j) i
    rw [Matrix.mul_diagonal]
    simpa [Matrix.mul_apply, Matrix.mulVec, dotProduct, mul_comm] using h
  have hD : (diagonal (fun i => (d i : ℂ)))ᴴ = diagonal (fun i => (d i : ℂ)) := by
    rw [Matrix.diagonal_conjTranspose]
    congr 1
    funext i
    simp
  have hUN := congrArg conjTranspose hNU
  rw [conjTranspose_mul, conjTranspose_mul, hN.eq, hD] at hUN
  have inv : ∀ A B : Matrix n n ℂ, A * B = 1 → ∀ ρ, A * (B * (ρ * A) * B) = ρ := by
    intro A B h ρ
    calc A * (B * (ρ * A) * B) = (A * B) * ρ * (A * B) := by simp only [mul_assoc]
      _ = ρ := by rw [h, one_mul, mul_one]
  -- rotate the matrix units into the eigenbasis of `N`
  let e : Matrix n n ℂ ≃ₗ[ℂ] Matrix n n ℂ := LinearEquiv.ofLinearMap
    (LinearMap.mulLeft ℂ U ∘ₗ LinearMap.mulRight ℂ Uᴴ)
    (LinearMap.mulLeft ℂ Uᴴ ∘ₗ LinearMap.mulRight ℂ U)
    (LinearMap.ext (inv U Uᴴ (mul_eq_one_comm.mp h1))) (LinearMap.ext (inv Uᴴ U h1))
  refine ⟨(Matrix.stdBasis ℂ n n).map e, fun p => d p.1 + d p.2, ?_⟩
  rintro ⟨i, j⟩
  rw [Module.Basis.map_apply, Matrix.stdBasis_eq_single]
  have hE : diagonal (fun i => (d i : ℂ)) * Matrix.single i j (1 : ℂ)
      + Matrix.single i j (1 : ℂ) * diagonal (fun i => (d i : ℂ))
      = ((d i + d j : ℝ) : ℂ) • Matrix.single i j (1 : ℂ) := by
    ext a c
    rw [Matrix.add_apply, Matrix.diagonal_mul, Matrix.mul_diagonal, Matrix.smul_apply,
      smul_eq_mul, Matrix.single_apply]
    split_ifs with h
    · rcases h with ⟨rfl, rfl⟩
      push_cast
      ring
    · simp
  change N * (U * (Matrix.single i j (1 : ℂ) * Uᴴ)) + U * (Matrix.single i j (1 : ℂ) * Uᴴ) * N
    = ((d i + d j : ℝ) : ℂ) • (U * (Matrix.single i j (1 : ℂ) * Uᴴ))
  rw [← mul_smul_comm, ← smul_mul_assoc, ← hE]
  generalize Matrix.single i j (1 : ℂ) = E
  linear_combination (norm := noncomm_ring) hNU * (E * Uᴴ) + U * E * hUN
```

## Block triangularity

This lemma is pure linear algebra. Its basis labels are called `i` and `j`, and its weights `d`. The auxiliary statement `e0` is the matrix-element relation for an operator that lowers the weight by `c`; it is used with `c` equal to 2 for `J` and 0 for `A`. `BlockTriangular d` says that entries vanish whenever `d j < d i`, and `.det` then factorises the determinant over the weights. The closing lines show that `J` vanishes between equal weights.

```lean
/-- Let `W` be diagonal with real weights in some finite basis. If `A` conserves the weight
and `J` lowers it by two, then `A + J` and `A` have the same characteristic polynomial. -/
theorem charpoly_add_lowering {ι V : Type*} [Fintype ι] [DecidableEq ι] [AddCommGroup V]
    [Module ℂ V] [FiniteDimensional ℂ V] (b : Module.Basis ι ℂ V) (d : ι → ℝ)
    {W A J : Module.End ℂ V} (hW : ∀ i, W (b i) = (d i : ℂ) • b i)
    (hA : W * A = A * W) (hJ : W * J = J * W - (2 : ℂ) • J) :
    (A + J).charpoly = A.charpoly := by
  have hD : LinearMap.toMatrix b b W = diagonal (fun i => (d i : ℂ)) := by
    ext i j
    rw [LinearMap.toMatrix_apply, hW, map_smul, Module.Basis.repr_self]
    by_cases h : i = j
    · subst h; simp
    · simp [h]
  -- an operator lowering the weight by `c` connects only weights that differ by `c`
  have e0 : ∀ (T : Module.End ℂ V) (c : ℝ), W * T = T * W - (c : ℂ) • T →
      ∀ i j, d i - d j + c ≠ 0 → LinearMap.toMatrix b b T i j = 0 := by
    intro T c hT i j hij
    have h := congrArg (fun f => LinearMap.toMatrix b b f i j) hT
    simp only [LinearMap.toMatrix_mul, hD, Matrix.diagonal_mul, Matrix.mul_diagonal, map_sub,
      map_smul, Matrix.sub_apply, Matrix.smul_apply, smul_eq_mul] at h
    have h' : ((d i : ℂ) - d j + c) * LinearMap.toMatrix b b T i j = 0 := by
      linear_combination h
    exact (mul_eq_zero.mp h').resolve_left (by exact_mod_cast hij)
  have j0 := e0 J 2 (by push_cast; exact hJ)
  have a0 : ∀ i j, d j < d i → LinearMap.toMatrix b b A i j = 0 := fun i j h =>
    e0 A 0 (by rw [hA]; simp) i j (by linarith : 0 < d i - d j + 0).ne'
  have tri : ∀ M : Matrix ι ι ℂ, (∀ i j, d j < d i → M i j = 0) →
      (charmatrix M).BlockTriangular d := by
    intro M hM i j hij
    rw [charmatrix_apply, Matrix.diagonal_apply_ne _ (fun h => hij.ne' (congrArg d h)),
      hM i j hij]
    simp
  have s0 : ∀ i j, d j < d i →
      (LinearMap.toMatrix b b A + LinearMap.toMatrix b b J) i j = 0 := fun i j h => by
    rw [Matrix.add_apply, a0 i j h, j0 i j (by linarith : 0 < d i - d j + 2).ne', add_zero]
  rw [← LinearMap.charpoly_toMatrix (A + J) b, ← LinearMap.charpoly_toMatrix A b, map_add,
    Matrix.charpoly, Matrix.charpoly, (tri _ s0).det, (tri _ a0).det]
  -- the diagonal blocks agree, since `J` has no entries between equal weights
  refine Finset.prod_congr rfl fun w _ => congrArg Matrix.det (Matrix.ext ?_)
  rintro ⟨i, hi⟩ ⟨j, hj⟩
  change charmatrix _ i j = charmatrix _ i j
  have hij : d i = d j := hi.trans hj.symm
  rw [charmatrix_apply, charmatrix_apply, Matrix.add_apply,
    j0 i j (by rw [hij]; norm_num), add_zero]
```

The lemma also applies with \(z\mathcal J\) in place of \(\mathcal J\), for any complex \(z\). The generator \(\mathcal A+z\mathcal J\), which appears in the counting statistics of jumps, therefore has a characteristic polynomial independent of \(z\).

## The theorem for pure loss

The hypotheses `hN`, `hH`, `hNH` and `hL` are those of the opening paragraph. The spectrum of \(N\) need not consist of integers. The result is confined to finite matrices, so the untruncated oscillator lies beyond it, and it makes no statement about Jordan blocks. The two bullets in the proof are the relations of \(\mathcal W\) with \(\mathcal A\) and with \(\mathcal J\).

```lean
/-- Let Hermitian `N` commute with Hermitian `H`, and let every jump operator lower `N` by
one. Then the Lindblad generator and the no-jump generator of the effective Hamiltonian have
the same characteristic polynomial. -/
theorem charpoly_lindbladian {N H : Matrix n n ℂ} {L : κ → Matrix n n ℂ}
    (hN : N.IsHermitian) (hH : H.IsHermitian) (hNH : N * H = H * N)
    (hL : ∀ k, N * L k - L k * N = -L k) :
    (lindbladian H L).charpoly = (noJump (effectiveHamiltonian H L)).charpoly := by
  obtain ⟨b, d, hb⟩ := exists_weight_basis hN
  have hK := commute_effectiveHamiltonian hN hNH hL
  rw [lindbladian_eq hH]
  generalize effectiveHamiltonian H L = K at hK ⊢
  have hK' := congrArg conjTranspose hK
  rw [conjTranspose_mul, conjTranspose_mul, hN.eq] at hK'
  refine charpoly_add_lowering b d hb (LinearMap.ext fun ρ => ?_) (LinearMap.ext fun ρ => ?_)
  · -- the no-jump part conserves the weight
    change N * ((-I) • (K * ρ - ρ * Kᴴ)) + ((-I) • (K * ρ - ρ * Kᴴ)) * N
      = (-I) • (K * (N * ρ + ρ * N) - (N * ρ + ρ * N) * Kᴴ)
    rw [mul_smul_comm, smul_mul_assoc, ← smul_add]
    congr 1
    linear_combination (norm := noncomm_ring) hK * ρ - ρ * hK'
  · -- each jump lowers ket and bra by one
    change N * (∑ k, L k * ρ * (L k)ᴴ) + (∑ k, L k * ρ * (L k)ᴴ) * N
      = ∑ k, L k * (N * ρ + ρ * N) * (L k)ᴴ - (2 : ℂ) • ∑ k, L k * ρ * (L k)ᴴ
    rw [two_smul, Finset.mul_sum, Finset.sum_mul, ← Finset.sum_add_distrib,
      ← Finset.sum_add_distrib, ← Finset.sum_sub_distrib]
    refine Finset.sum_congr rfl fun k _ => ?_
    have h' := congrArg conjTranspose (hL k)
    rw [conjTranspose_sub, conjTranspose_mul, conjTranspose_mul, conjTranspose_neg, hN.eq] at h'
    linear_combination (norm := noncomm_ring) hL k * (ρ * (L k)ᴴ) + L k * ρ * h'
```

The conclusion fails if jumps may conserve \(N\) instead of lowering it. Take \(n\ge1\), \(H=0\) and a single jump operator \(L=s\,1\) with \(s\neq0\). Then \(\mathcal L=0\), while \(\mathcal A(\rho)=-|s|^2\rho\).

## A decaying two-level system

The last theorem checks the four hypotheses for explicit matrices: the second level has energy \(\omega\) and decays to the first at rate \(|s|^2\).

```lean
/-- A two-level system with level splitting `ω` and decay amplitude `s` meets the hypotheses,
with `N` the occupation of the second level. -/
theorem charpoly_lindbladian_witness (ω : ℝ) (s : ℂ) :
    (!![0, 0; 0, 1] : Matrix (Fin 2) (Fin 2) ℂ).IsHermitian ∧
    (!![0, 0; 0, (ω : ℂ)] : Matrix (Fin 2) (Fin 2) ℂ).IsHermitian ∧
    (!![0, 0; 0, 1] : Matrix (Fin 2) (Fin 2) ℂ) * !![0, 0; 0, (ω : ℂ)]
      = !![0, 0; 0, (ω : ℂ)] * !![0, 0; 0, 1] ∧
    (!![0, 0; 0, 1] : Matrix (Fin 2) (Fin 2) ℂ) * !![0, s; 0, 0]
      - !![0, s; 0, 0] * !![0, 0; 0, 1] = -!![0, s; 0, 0] := by
  refine ⟨?_, ?_, ?_, ?_⟩ <;> ext i j <;> fin_cases i <;> fin_cases j <;>
    simp [Matrix.mul_apply, Fin.sum_univ_succ]

end

end PureLossLindblad
```

Here \(K\) is diagonal with entries \(0\) and \(\omega-\tfrac i2|s|^2\). The eigenvalues of the generator are \(0\), \(-|s|^2\) and \(-\tfrac12|s|^2\pm i\omega\): the stationary state, the population decay and the two coherences.

```lean
#print axioms PureLossLindblad.charpoly_lindbladian
-- 'PureLossLindblad.charpoly_lindbladian' depends on axioms: [propext, Classical.choice, Quot.sound]
```
